# Sign inversion of the optical rotation of two undamped bands below the first resonance

Each absorption band is modelled as an undamped resonance with a real rotational strength \(R_j\) and a frequency \(\Omega_j\), and the dispersion at light frequency \(w\) is the finite sum

\[
\sum_j \frac{R_j}{\Omega_j^2-w^2}.
\]

Linewidths are ignored. The usual positive prefactor, proportional to \(w^2\), is left out; for \(w>0\) this changes neither signs nor zeros.

```lean
import Mathlib

open Finset

namespace OpticalRotationSignInversion

noncomputable section

/-- Optical rotatory dispersion, without its positive prefactor proportional to `w ^ 2`, of finitely
many undamped bands with rotational strengths `R j` and resonance frequencies `Ω j`, for `w ^ 2`
different from every `Ω j ^ 2`. -/
def dispersion {ι : Type*} [Fintype ι] (R Ω : ι → ℝ) (w : ℝ) : ℝ :=
  ∑ j, R j / (Ω j ^ 2 - w ^ 2)
```

In `dispersion`, the finite type `ι` labels the bands. Two bands, with strengths \(R_1,R_2\) at \(w_1,w_2\), are the special case `twoBand`; write \(D(w)\) for its value.

```lean
/-- The dispersion of two bands with strengths `R₁`, `R₂` and resonances `w₁`, `w₂`,
for `w ^ 2` different from `w₁ ^ 2` and `w₂ ^ 2`. -/
def twoBand (R₁ R₂ w₁ w₂ w : ℝ) : ℝ :=
  dispersion ![R₁, R₂] ![w₁, w₂] w

/-- The two-band dispersion is the sum of the two resonance terms. -/
theorem twoBand_apply (R₁ R₂ w₁ w₂ w : ℝ) :
    twoBand R₁ R₂ w₁ w₂ w = R₁ / (w₁ ^ 2 - w ^ 2) + R₂ / (w₂ ^ 2 - w ^ 2) := by
  simp [twoBand, dispersion, Fin.sum_univ_two]
```

## Off resonance: \(w^2\ne w_1^2,\,w_2^2\)

The light must not hit a band exactly, where the undamped model diverges. By hand, this permits a common denominator:

\[
D(w)=\frac{N(w^2)}{(w_1^2-w^2)(w_2^2-w^2)},\qquad N(x)=R_1w_2^2+R_2w_1^2-(R_1+R_2)x .
\]

In Lean, `div_add_div` takes the same two conditions.

```lean
/-- Off resonance, the two-band dispersion is a fraction whose numerator is linear in `w ^ 2`. -/
theorem twoBand_eq {R₁ R₂ w₁ w₂ w : ℝ} (h₁ : w₁ ^ 2 - w ^ 2 ≠ 0) (h₂ : w₂ ^ 2 - w ^ 2 ≠ 0) :
    twoBand R₁ R₂ w₁ w₂ w =
      (R₁ * w₂ ^ 2 + R₂ * w₁ ^ 2 - (R₁ + R₂) * w ^ 2) /
        ((w₁ ^ 2 - w ^ 2) * (w₂ ^ 2 - w ^ 2)) := by
  rw [twoBand_apply, div_add_div _ _ h₁ h₂]
  congr 1
  ring
```

Hence \(D(w)=0\) exactly when \(N(w^2)=0\). At resonance this fails: for \(R_1=1\), \(R_2=0\), \(w=w_1=1\), \(w_2=2\), Lean's convention \(1/0=0\) gives \(D=0\), although \(N(1)=3\).

```lean
/-- Off resonance, the two-band dispersion vanishes exactly when `(R₁ + R₂) w² = R₁ w₂² + R₂ w₁²`.
-/
theorem twoBand_eq_zero_iff {R₁ R₂ w₁ w₂ w : ℝ}
    (h₁ : w₁ ^ 2 - w ^ 2 ≠ 0) (h₂ : w₂ ^ 2 - w ^ 2 ≠ 0) :
    twoBand R₁ R₂ w₁ w₂ w = 0 ↔ (R₁ + R₂) * w ^ 2 = R₁ * w₂ ^ 2 + R₂ * w₁ ^ 2 := by
  rw [twoBand_eq h₁ h₂, div_eq_zero_iff, or_iff_left (mul_ne_zero h₁ h₂), sub_eq_zero]
  exact eq_comm
```

## A positive lower band: \(R_1>0\) and \(0<w_1<w_2\)

These hypotheses say that the band nearer to the light has positive strength and is separate from the other. By hand they give

\[
N(w_1^2)=R_1(w_2^2-w_1^2)>0,
\]

which is `hN₁` in the next proof. Neither weakens to a non-strict inequality in the criterion below. With \(R_1=0\), \(R_2=-1\), its inequality \(R_1/w_1^2<-R_2/w_2^2\) holds but \(D\) is negative everywhere below \(w_1\). With \(w_1=w_2\), \(R_1=1\), \(R_2=-2\), it holds too, yet \(D=-1/(w_1^2-w^2)\) has no zero.

## A negative static value: \(R_1/w_1^2<-R_2/w_2^2\)

Physically, the upper band outweighs the lower one at zero frequency. This forces \(R_2<0\). Multiplying by \(w_1^2w_2^2\) gives \(N(0)<0\) (`hN₀`). Since \(N\) is linear and rises from \(N(0)<0\) to \(N(w_1^2)>0\), its slope \(-(R_1+R_2)\) is positive (`hD`), and its root

\[
w_0^2=\frac{R_1w_2^2+R_2w_1^2}{R_1+R_2}
\]

lies between \(0\) and \(w_1^2\) (`hq`, `hq₁`). Factoring the numerator,

\[
D(w)=\frac{-(R_1+R_2)(w+w_0)}{(w_1^2-w^2)(w_2^2-w^2)}\,(w-w_0).
\]

For \(0\le w<w_1\) the fraction is positive; it is `K` in the proof. The zero is therefore unique there, with negative values below it and positive values above.

```lean
/-- Let `0 < w₁ < w₂`, `R₁ > 0` and `R₁ / w₁² < -R₂ / w₂²`. Then there is a frequency `w₀` below
the first resonance, with `w₀² = (R₁ w₂² + R₂ w₁²) / (R₁ + R₂)`, such that for `0 ≤ w < w₁` the
dispersion is zero only at `w₀`, negative exactly below it and positive exactly above it. -/
theorem inversion_frequency {R₁ R₂ w₁ w₂ : ℝ} (hw₁ : 0 < w₁) (hw : w₁ < w₂) (hR₁ : 0 < R₁)
    (h : R₁ / w₁ ^ 2 < -R₂ / w₂ ^ 2) :
    ∃ w₀, 0 < w₀ ∧ w₀ < w₁ ∧ w₀ ^ 2 = (R₁ * w₂ ^ 2 + R₂ * w₁ ^ 2) / (R₁ + R₂) ∧
      ∀ w, 0 ≤ w → w < w₁ →
        (twoBand R₁ R₂ w₁ w₂ w = 0 ↔ w = w₀) ∧
        (twoBand R₁ R₂ w₁ w₂ w < 0 ↔ w < w₀) ∧
        (0 < twoBand R₁ R₂ w₁ w₂ w ↔ w₀ < w) := by
  have hw₂ : 0 < w₂ := hw₁.trans hw
  rw [div_lt_div_iff₀ (by positivity) (by positivity)] at h
  have hsq : w₁ ^ 2 < w₂ ^ 2 := by nlinarith
  -- the numerator is negative at zero frequency and positive at the first resonance
  have hN₀ : R₁ * w₂ ^ 2 + R₂ * w₁ ^ 2 < 0 := by linarith
  have hN₁ : 0 < R₁ * (w₂ ^ 2 - w₁ ^ 2) := mul_pos hR₁ (sub_pos.2 hsq)
  have hD : R₁ + R₂ < 0 := by
    by_contra hc
    have := mul_nonneg (not_lt.1 hc) (sq_nonneg w₁)
    nlinarith
  obtain ⟨q, hqdef⟩ : ∃ q, q = (R₁ * w₂ ^ 2 + R₂ * w₁ ^ 2) / (R₁ + R₂) := ⟨_, rfl⟩
  have hq : 0 < q := by
    rw [hqdef]
    exact div_pos_of_neg_of_neg hN₀ hD
  have hqD : q * (R₁ + R₂) = R₁ * w₂ ^ 2 + R₂ * w₁ ^ 2 := by
    rw [hqdef]
    exact div_mul_cancel₀ _ hD.ne
  have hq₁ : q < w₁ ^ 2 := by
    by_contra hc
    have := mul_nonneg (sub_nonneg.2 (not_lt.1 hc)) (neg_pos.2 hD).le
    nlinarith
  have hs : √q ^ 2 = q := Real.sq_sqrt hq.le
  have hs₀ : 0 < √q := Real.sqrt_pos.2 hq
  refine ⟨√q, hs₀, (Real.sqrt_lt' hw₁).2 hq₁, hs.trans hqdef, fun w h0 hlt => ?_⟩
  have h₁ : 0 < w₁ ^ 2 - w ^ 2 := by nlinarith
  have h₂ : 0 < w₂ ^ 2 - w ^ 2 := by linarith
  -- the dispersion is a positive factor times the distance from the zero
  obtain ⟨K, hK, e⟩ : ∃ K, 0 < K ∧ twoBand R₁ R₂ w₁ w₂ w = K * (w - √q) := by
    refine ⟨-(R₁ + R₂) * (w + √q) / ((w₁ ^ 2 - w ^ 2) * (w₂ ^ 2 - w ^ 2)),
      div_pos (mul_pos (neg_pos.2 hD) (by linarith)) (mul_pos h₁ h₂), ?_⟩
    have hnum : R₁ * w₂ ^ 2 + R₂ * w₁ ^ 2 - (R₁ + R₂) * w ^ 2 =
        -(R₁ + R₂) * (w + √q) * (w - √q) := by
      linear_combination -hqD - (R₁ + R₂) * hs
    rw [twoBand_eq h₁.ne' h₂.ne', hnum, mul_div_right_comm]
  rw [e]
  refine ⟨?_, ?_, ?_⟩
  · rw [mul_eq_zero, sub_eq_zero]
    exact ⟨fun h => h.resolve_left hK.ne', Or.inr⟩
  · constructor
    · intro hneg
      by_contra hc
      have := mul_nonneg hK.le (sub_nonneg.2 (not_lt.1 hc))
      linarith
    · intro hl
      exact mul_neg_of_pos_of_neg hK (sub_neg.2 hl)
  · rw [mul_pos_iff_of_pos_left hK, sub_pos]
```

Conversely, use

\[
w_1^2N(w^2)=N(0)(w_1^2-w^2)+N(w_1^2)w^2 .
\]

If \(N(0)\ge0\), the right side is positive for \(0<w<w_1\), so there is no zero. In the proof, `a` and `b` give the signs of its two terms, and `s` says that at a zero they would sum to zero. With equality in the hypothesis, as for \(R_1=1\), \(R_2=-4\), \(w_1=1\), \(w_2=2\), the root moves to \(w=0\).

```lean
/-- For `0 < w₁ < w₂` and `R₁ > 0`, the rotation vanishes at some positive frequency below the first
resonance if and only if `R₁ / w₁² < -R₂ / w₂²`. -/
theorem inversion_below_iff {R₁ R₂ w₁ w₂ : ℝ} (hw₁ : 0 < w₁) (hw : w₁ < w₂) (hR₁ : 0 < R₁) :
    (∃ w, 0 < w ∧ w < w₁ ∧ twoBand R₁ R₂ w₁ w₂ w = 0) ↔ R₁ / w₁ ^ 2 < -R₂ / w₂ ^ 2 := by
  constructor
  · rintro ⟨w, h0, hlt, hz⟩
    have hw₂ : 0 < w₂ := hw₁.trans hw
    have hsq : w₁ ^ 2 < w₂ ^ 2 := by nlinarith
    have h₁ : 0 < w₁ ^ 2 - w ^ 2 := by nlinarith
    have h₂ : 0 < w₂ ^ 2 - w ^ 2 := by linarith
    rw [twoBand_eq_zero_iff h₁.ne' h₂.ne'] at hz
    rw [div_lt_div_iff₀ (by positivity) (by positivity)]
    by_contra hc
    -- a linear numerator that is nonnegative at 0 and positive at w₁² has no zero between
    have a : 0 ≤ (R₁ * w₂ ^ 2 + R₂ * w₁ ^ 2) * (w₁ ^ 2 - w ^ 2) :=
      mul_nonneg (by linarith [not_lt.1 hc]) h₁.le
    have b : 0 < R₁ * (w₂ ^ 2 - w₁ ^ 2) * w ^ 2 :=
      mul_pos (mul_pos hR₁ (sub_pos.2 hsq)) (by positivity)
    have s : (R₁ * w₂ ^ 2 + R₂ * w₁ ^ 2) * (w₁ ^ 2 - w ^ 2)
        + R₁ * (w₂ ^ 2 - w₁ ^ 2) * w ^ 2 = 0 := by
      linear_combination -w₁ ^ 2 * hz
    linarith
  · intro h
    obtain ⟨w₀, h0, hlt, -, hall⟩ := inversion_frequency hw₁ hw hR₁ h
    exact ⟨w₀, h0, hlt, (hall w₀ h0.le hlt).1.2 rfl⟩
```

For two undamped bands, a computed rotation near \(w_0\) can thus change sign under a small error in a strength or an excitation energy.

## A negative upper band: \(R_2<0\)

Between the resonances, \(R_1>0>R_2\) makes both terms negative, and the proof adds them. With \(R_1=R_2=1\), \(w_1=1\), \(w_2=2\), \(w^2=3\), the value is instead \(1/2\).

```lean
/-- Between the resonances of a positive lower band and a negative upper band the dispersion is
negative. -/
theorem negative_between {R₁ R₂ w₁ w₂ w : ℝ} (hw₁ : 0 < w₁) (hR₁ : 0 < R₁) (hR₂ : R₂ < 0)
    (h₁ : w₁ < w) (h₂ : w < w₂) : twoBand R₁ R₂ w₁ w₂ w < 0 := by
  rw [twoBand_apply]
  have a := div_neg_of_pos_of_neg hR₁ (show w₁ ^ 2 - w ^ 2 < 0 by nlinarith)
  have b := div_neg_of_neg_of_pos hR₂ (show 0 < w₂ ^ 2 - w ^ 2 by nlinarith)
  linarith
```

Above both resonances, the zero condition reads

\[
(R_1+R_2)(w^2-w_2^2)=-R_2(w_2^2-w_1^2).
\]

The right side is positive (`hN`), so a solution \(w>w_2\) exists exactly when \(R_1+R_2>0\). The proof constructs it from the shift \(p=w^2-w_2^2\). Allowing \(R_2=0\) breaks this: a single positive band has no zero.

```lean
/-- For `0 < w₁ < w₂` and a negative upper band, the rotation vanishes at some frequency above
both resonances if and only if the total rotational strength is positive. -/
theorem inversion_above_iff {R₁ R₂ w₁ w₂ : ℝ} (hw₁ : 0 < w₁) (hw : w₁ < w₂) (hR₂ : R₂ < 0) :
    (∃ w, w₂ < w ∧ twoBand R₁ R₂ w₁ w₂ w = 0) ↔ 0 < R₁ + R₂ := by
  have hw₂ : 0 < w₂ := hw₁.trans hw
  have hsq : w₁ ^ 2 < w₂ ^ 2 := by nlinarith
  have hN : 0 < -R₂ * (w₂ ^ 2 - w₁ ^ 2) := mul_pos (neg_pos.2 hR₂) (sub_pos.2 hsq)
  constructor
  · rintro ⟨w, hlt, hz⟩
    have h₂ : w₂ ^ 2 < w ^ 2 := by nlinarith
    rw [twoBand_eq_zero_iff (by linarith : w₁ ^ 2 - w ^ 2 < 0).ne
      (by linarith : w₂ ^ 2 - w ^ 2 < 0).ne] at hz
    by_contra hc
    have := mul_nonneg (neg_nonneg.2 (not_lt.1 hc)) (sub_pos.2 h₂).le
    nlinarith
  · intro hD
    -- the zero lies above w₂² by a positive shift
    have hp : 0 < -R₂ * (w₂ ^ 2 - w₁ ^ 2) / (R₁ + R₂) := div_pos hN hD
    have hc := div_mul_cancel₀ (-R₂ * (w₂ ^ 2 - w₁ ^ 2)) hD.ne'
    generalize -R₂ * (w₂ ^ 2 - w₁ ^ 2) / (R₁ + R₂) = p at hp hc
    have hs : √(w₂ ^ 2 + p) ^ 2 = w₂ ^ 2 + p := Real.sq_sqrt (by positivity)
    refine ⟨√(w₂ ^ 2 + p), (Real.lt_sqrt hw₂.le).2 (by linarith), ?_⟩
    rw [twoBand_eq_zero_iff (by rw [hs]; linarith : w₁ ^ 2 - √(w₂ ^ 2 + p) ^ 2 < 0).ne
      (by rw [hs]; linarith : w₂ ^ 2 - √(w₂ ^ 2 + p) ^ 2 < 0).ne, hs]
    linear_combination hc
```

## Cancelling strengths: \(R_1+R_2=0\) with \(R_1\ne0\)

The strengths obey a zero sum rule within the two-band model. Then \(N\) is the constant \(R_1(w_2^2-w_1^2)\ne0\), which the last two lines of the proof use. The sign of \(D\) still changes at each resonance, but through a divergence, not a zero. If \(R_1=0\), the dispersion vanishes identically.

```lean
/-- Two bands at `0 < w₁ < w₂` whose nonzero rotational strengths sum to zero have no zero of the
dispersion at any frequency off resonance. -/
theorem no_inversion_of_sum_zero {R₁ R₂ w₁ w₂ w : ℝ} (hw₁ : 0 < w₁) (hw : w₁ < w₂)
    (hR : R₁ ≠ 0) (hsum : R₁ + R₂ = 0)
    (h₁ : w₁ ^ 2 - w ^ 2 ≠ 0) (h₂ : w₂ ^ 2 - w ^ 2 ≠ 0) :
    twoBand R₁ R₂ w₁ w₂ w ≠ 0 := by
  rw [Ne, twoBand_eq_zero_iff h₁ h₂]
  intro hz
  have hsq : 0 < w₂ ^ 2 - w₁ ^ 2 := by nlinarith
  refine mul_ne_zero hR hsq.ne' ?_
  linear_combination -hz + (w ^ 2 - w₁ ^ 2) * hsum
```

## Many bands separated by sign at \(c\)

`hsep` puts no positive band above \(c\) and no negative band below it. For each band,

\[
(c^2-w^2)\frac{R_j}{\Omega_j^2-w^2}=R_j+\frac{R_j(c^2-\Omega_j^2)}{\Omega_j^2-w^2},
\]

which does not decrease with \(w\) below all resonances (`term`). `hne` makes one band's term increase strictly, hence the sum (`key`). As \(c^2-w^2>0\), a nonnegative dispersion becomes positive at every higher \(w'\) in range. No zero is claimed to exist.

Without `hsep`, strengths \(-1,5\) at \(1,2\) give \(1/4\) at \(w=0\) but a negative value at \(w'=0.9\). Without `hne`, all strengths could be zero.

```lean
/-- Many bands: let no positive band lie above a frequency `c` and no negative band below it, with
at least one band of nonzero strength away from `c`. If the dispersion is nonnegative at `w ≥ 0`,
it is positive at every higher `w'` that is below `c` and below all resonances. -/
theorem single_sign_change {ι : Type*} [Fintype ι] (R Ω : ι → ℝ) {c w w' : ℝ}
    (hw : 0 ≤ w) (hww : w < w') (hc : w' < c) (hΩ : ∀ j, w' < Ω j)
    (hsep : ∀ j, 0 ≤ R j * (c - Ω j)) (hne : ∃ j, 0 < R j * (c - Ω j))
    (h : 0 ≤ dispersion R Ω w) : 0 < dispersion R Ω w' := by
  have hsq : w ^ 2 < w' ^ 2 := by nlinarith
  have hc' : 0 < c ^ 2 - w' ^ 2 := by nlinarith
  -- after multiplication by c² - w², each band contributes a nondecreasing term
  have term : ∀ j, ∃ K, 0 < K ∧ (c ^ 2 - w' ^ 2) * (R j / (Ω j ^ 2 - w' ^ 2)) =
      (c ^ 2 - w ^ 2) * (R j / (Ω j ^ 2 - w ^ 2)) + R j * (c - Ω j) * K := by
    intro j
    have hj := hΩ j
    have a : 0 < Ω j ^ 2 - w' ^ 2 := by nlinarith
    have b : 0 < Ω j ^ 2 - w ^ 2 := by linarith
    refine ⟨(c + Ω j) * (w' ^ 2 - w ^ 2) / ((Ω j ^ 2 - w' ^ 2) * (Ω j ^ 2 - w ^ 2)),
      div_pos (mul_pos (by linarith) (by linarith)) (mul_pos a b), ?_⟩
    have a' := a.ne'
    have b' := b.ne'
    field_simp
    ring
  have key : (c ^ 2 - w ^ 2) * dispersion R Ω w < (c ^ 2 - w' ^ 2) * dispersion R Ω w' := by
    unfold dispersion
    rw [Finset.mul_sum, Finset.mul_sum]
    apply Finset.sum_lt_sum
    · intro j _
      obtain ⟨K, hK, e⟩ := term j
      have := mul_nonneg (hsep j) hK.le
      linarith
    · obtain ⟨j, hj⟩ := hne
      obtain ⟨K, hK, e⟩ := term j
      have := mul_pos hj hK
      exact ⟨j, Finset.mem_univ j, by linarith⟩
  have h0 : 0 ≤ (c ^ 2 - w ^ 2) * dispersion R Ω w := mul_nonneg (by linarith) h
  exact (mul_pos_iff_of_pos_left hc').1 (h0.trans_lt key)

end

end OpticalRotationSignInversion
```

```lean
#print axioms OpticalRotationSignInversion.inversion_below_iff
#print axioms OpticalRotationSignInversion.inversion_above_iff
#print axioms OpticalRotationSignInversion.no_inversion_of_sum_zero
#print axioms OpticalRotationSignInversion.single_sign_change
```

```
'OpticalRotationSignInversion.inversion_below_iff' depends on axioms: [propext, Classical.choice, Quot.sound]
'OpticalRotationSignInversion.inversion_above_iff' depends on axioms: [propext, Classical.choice, Quot.sound]
'OpticalRotationSignInversion.no_inversion_of_sum_zero' depends on axioms: [propext, Classical.choice, Quot.sound]
'OpticalRotationSignInversion.single_sign_change' depends on axioms: [propext, Classical.choice, Quot.sound]
```
